# First-order direct perturbation theory from a differentiable X2C Hamiltonian

## Matrices, units and the parameter $t$

In Hartree atomic units let $t=1/c^2\ge 0$, with $c$ the speed of light, so that $t=0$ is the nonrelativistic limit. In a finite one-electron basis, $S$ is the overlap matrix, $T$ the kinetic-energy matrix, $V$ the potential matrix and $W$ the matrix of $(\sigma\cdot p)\hat V(\sigma\cdot p)$, where $\hat V$ is the potential operator, $p$ the momentum operator and $\sigma$ the vector of Pauli matrices acting on two-component basis functions. Energies exclude the rest energy. A dagger denotes the conjugate transpose, and a prime the right derivative at $t=0$, taken entry by entry for matrices.

The large component is expanded in the basis functions $\chi$, and the small component in the functions $(\sigma\cdot p)\chi/(2c)$. The matrix $X(t)$ turns the coefficients of the large component into those of the small one, and $R(t)$ renormalises the large component. With

$$M=S+\tfrac t2X^\dagger TX,\qquad L=V+TX+X^\dagger T+X^\dagger\left(\tfrac t4W-T\right)X,$$

the X2C (exact two-component) Hamiltonian is $H=R^\dagger LR$. Three conditions are assumed:

- $X(0)=R(0)=1$.
- $X$ and $R$ are differentiable from the right at $t=0$.
- $R^\dagger MR=S$ for all $t\ge0$, which means that the two-component orbitals are normalised with the nonrelativistic overlap.

## The energy slope

Let $S,T,V$ be Hermitian, and let $u$ and $v$ satisfy the nonrelativistic equation $(V+T)u=\varepsilon Su$ with the same real $\varepsilon$. Then

$$(v^\dagger Hu)'=v^\dagger\left(\tfrac14W-\tfrac{\varepsilon}{2}T\right)u .$$

This is the first-order expression of direct perturbation theory: after multiplication by $t$, the term with $W/4$ is the potential energy of the leading small component, and the term with $-\varepsilon T/2$ accounts for its norm. Since $u$ and $v$ may differ, the formula covers all matrix elements within a degenerate level.

If $(E(t),u(t))$ is an eigenpair of $H(t)u=E(t)Su$, differentiable at $t=0$ and with $u(0)^\dagger Su(0)=1$, then $E'$ equals this expression with $u=v=u(0)$ and $\varepsilon=E(0)$. For a one-electron calculation that builds $H$ as above, with $X$ and $R$ meeting the three conditions, and solves the eigenvalue equation in the same basis, this is the slope that such an energy has against $1/c^2$ at the nonrelativistic limit.

## Derivation

**Renormalisation.** The product rule gives $M'=T/2$, because the derivatives of $X$ are multiplied by $t=0$. Differentiating $R^\dagger MR=S$ yields

$$R'^\dagger S+SR'=-\tfrac12T .$$

If $SR$ is Hermitian for $t\ge0$, then $SR'=(SR')^\dagger=R'^\dagger S$, hence $SR'=-T/4$. For positive definite $S$ this gives $R'=-S^{-1}T/4$.

**Hamiltonian.** At $t=0$, $L=V+T+T-T=V+T$. Its derivative is

$$L'=TX'+X'^\dagger T-X'^\dagger T+\tfrac14W-TX'=\tfrac14W,$$

so the response of $X$ cancels. Therefore

$$H'=R'^\dagger(V+T)+\tfrac14W+(V+T)R' .$$

**Matrix elements.** The equation for $u$ gives $(V+T)u=\varepsilon Su$, and the adjoint equation for $v$ gives $v^\dagger(V+T)=\varepsilon v^\dagger S$. Thus

$$v^\dagger H'u=\tfrac14v^\dagger Wu+\varepsilon\,v^\dagger(R'^\dagger S+SR')u
=v^\dagger\left(\tfrac14W-\tfrac\varepsilon2T\right)u .$$

**Eigenvalue.** Project the eigenvalue equation on $u_0=u(0)$ and differentiate:

$$u_0^\dagger H'u_0+u_0^\dagger(V+T)u'=E'\,u_0^\dagger Su_0+E(0)\,u_0^\dagger Su' .$$

The terms in $u'$ cancel by the adjoint equation for $u_0$, and $u_0^\dagger Su_0=1$ leaves $E'=u_0^\dagger H'u_0$.

## The Lean file

```lean
import Mathlib

open Matrix
open scoped ComplexOrder

namespace X2CNonrelativisticLimit

noncomputable section

variable {n : Type*} [Fintype n] [DecidableEq n]
variable {S T V W X' R' : Matrix n n ℂ} {X R : ℝ → Matrix n n ℂ}

/-- The matrix family `A t`, with `t = 1/c²`, has the entrywise right derivative `A'` at `t = 0`. -/
def HasNRDeriv (A : ℝ → Matrix n n ℂ) (A' : Matrix n n ℂ) : Prop :=
  ∀ i j, HasDerivWithinAt (fun t => A t i j) (A' i j) (Set.Ici 0) 0

/-- The relativistic metric `S + t X† T X / 2`. -/
def metric (S T : Matrix n n ℂ) (X : ℝ → Matrix n n ℂ) (t : ℝ) : Matrix n n ℂ :=
  S + ((t : ℂ) / 2) • ((X t)ᴴ * T * X t)

/-- The unrenormalised Hamiltonian `L = V + T X + X† T + X† (t W / 4 - T) X`. -/
def nesc (V T W : Matrix n n ℂ) (X : ℝ → Matrix n n ℂ) (t : ℝ) : Matrix n n ℂ :=
  V + T * X t + (X t)ᴴ * T + (X t)ᴴ * (((t : ℂ) / 4) • W - T) * X t

/-- The X2C Hamiltonian `R† L R`. -/
def x2cH (V T W : Matrix n n ℂ) (X R : ℝ → Matrix n n ℂ) (t : ℝ) : Matrix n n ℂ :=
  (R t)ᴴ * nesc V T W X t * R t

/-- Coupling `X` and renormalisation `R` equal one at `t = 0`, have derivatives `X'` and `R'`
there, and `R` carries the relativistic metric back to the overlap `S`. -/
structure IsX2CFamily (S T : Matrix n n ℂ) (X R : ℝ → Matrix n n ℂ)
    (X' R' : Matrix n n ℂ) : Prop where
  X_zero : X 0 = 1
  R_zero : R 0 = 1
  X_deriv : HasNRDeriv X X'
  R_deriv : HasNRDeriv R R'
  renorm : ∀ t ≥ 0, (R t)ᴴ * metric S T X t * R t = S

omit [DecidableEq n] in
/-- Product rule for matrix families at `t = 0`. -/
theorem HasNRDeriv.mul {A B : ℝ → Matrix n n ℂ} {A' B' : Matrix n n ℂ}
    (hA : HasNRDeriv A A') (hB : HasNRDeriv B B') :
    HasNRDeriv (fun t => A t * B t) (A' * B 0 + A 0 * B') := by
  intro i j
  have h := HasDerivWithinAt.fun_sum (u := Finset.univ)
    (fun k _ => (hA i k).fun_mul (hB k j))
  simp only [Matrix.mul_apply, Matrix.add_apply, ← Finset.sum_add_distrib]
  exact h

omit [DecidableEq n] in
/-- Derivative of a matrix element with fixed bra `v`, varying operator `A` and varying ket `w`. -/
theorem matrixElement_deriv (v : n → ℂ) {A : ℝ → Matrix n n ℂ} {A' : Matrix n n ℂ}
    {w : ℝ → n → ℂ} {w' : n → ℂ} (hA : HasNRDeriv A A')
    (hw : ∀ i, HasDerivWithinAt (fun t => w t i) (w' i) (Set.Ici 0) 0) :
    HasDerivWithinAt (fun t => star v ⬝ᵥ (A t *ᵥ w t))
      (star v ⬝ᵥ (A' *ᵥ w 0 + A 0 *ᵥ w')) (Set.Ici 0) 0 := by
  have h := HasDerivWithinAt.fun_sum (u := Finset.univ) (fun i _ =>
    (HasDerivWithinAt.fun_sum (u := Finset.univ)
      (fun j _ => (hA i j).fun_mul (hw j))).const_mul (star v i))
  refine h.congr_deriv ?_
  simp [dotProduct, Matrix.mulVec, Finset.sum_add_distrib]

omit [DecidableEq n] in
/-- A solution of `K v = ε S v` with Hermitian `K`, `S` and real `ε` satisfies the same equation
as a bra. -/
theorem bra_eigen {K : Matrix n n ℂ} (hK : K.IsHermitian) (hS : S.IsHermitian) {ε : ℝ}
    {v : n → ℂ} (hv : K *ᵥ v = (ε : ℂ) • (S *ᵥ v)) (w : n → ℂ) :
    star v ⬝ᵥ (K *ᵥ w) = (ε : ℂ) * (star v ⬝ᵥ (S *ᵥ w)) := by
  have f : ∀ A : Matrix n n ℂ, A.IsHermitian →
      star v ⬝ᵥ (A *ᵥ w) = star (A *ᵥ v) ⬝ᵥ w := by
    intro A hA
    rw [Matrix.star_mulVec, hA.eq, Matrix.dotProduct_mulVec]
  rw [f K hK, f S hS, hv, star_smul, smul_dotProduct, smul_eq_mul, Complex.star_def,
    Complex.conj_ofReal]

/-- The first-order renormalisation compensates the first-order change of the metric:
`R'† S + S R' = -T/2`. -/
theorem metric_response (h : IsX2CFamily S T X R X' R') :
    R'ᴴ * S + S * R' = (-(1 / 2) : ℂ) • T := by
  have hXh : HasNRDeriv (fun t => (X t)ᴴ) X'ᴴ := fun i j => (h.X_deriv j i).star
  have hRh : HasNRDeriv (fun t => (R t)ᴴ) R'ᴴ := fun i j => (h.R_deriv j i).star
  have hT : HasNRDeriv (fun _ => T) 0 := fun i j => hasDerivWithinAt_const _ _ _
  have hc : HasDerivWithinAt (fun t : ℝ => (t : ℂ) / 2) (1 / 2) (Set.Ici 0) 0 :=
    ((hasDerivAt_id (0 : ℝ)).ofReal_comp.div_const 2).hasDerivWithinAt.congr_deriv (by simp)
  have hM := (hXh.mul hT).mul h.X_deriv
  have hS : HasNRDeriv (metric S T X) ((1 / 2 : ℂ) • T) := by
    intro i j
    refine ((hc.fun_mul (hM i j)).const_add (S i j)).congr_deriv ?_
    simp [h.X_zero]
  have hR := (hRh.mul hS).mul h.R_deriv
  have m0 : metric S T X 0 = S := by simp [metric]
  -- the renormalised metric is constant, so its derivative vanishes
  have e : (R'ᴴ * metric S T X 0 + (R 0)ᴴ * ((1 / 2 : ℂ) • T)) * R 0
      + (R 0)ᴴ * metric S T X 0 * R' = 0 := by
    ext i j
    exact (uniqueDiffOn_Ici (0 : ℝ) 0 (Set.mem_Ici.2 le_rfl)).eq_deriv _ (hR i j)
      ((hasDerivWithinAt_const (0 : ℝ) (Set.Ici 0) (S i j)).congr
        (fun t ht => congrFun (congrFun (h.renorm t ht) i) j)
        (congrFun (congrFun (h.renorm 0 le_rfl) i) j))
  simp only [m0, h.R_zero, Matrix.conjTranspose_one, one_mul, mul_one] at e
  linear_combination (norm := module) e

/-- If `S R` is Hermitian, the renormalisation starts as `R'(0) = -S⁻¹ T / 4`. -/
theorem renorm_deriv (h : IsX2CFamily S T X R X' R') (hS : S.PosDef)
    (hSR : ∀ t ≥ 0, (S * R t).IsHermitian) :
    R' = (-(1 / 4) : ℂ) • (S⁻¹ * T) := by
  have hc : HasNRDeriv (fun _ => S) 0 := fun i j => hasDerivWithinAt_const _ _ _
  have hd := hc.mul h.R_deriv
  -- Hermiticity of S R is inherited by its derivative
  have e : 0 * R 0 + S * R' = (0 * R 0 + S * R')ᴴ := by
    ext i j
    exact (uniqueDiffOn_Ici (0 : ℝ) 0 (Set.mem_Ici.2 le_rfl)).eq_deriv _ (hd i j)
      ((hd j i).star.congr (fun t ht => ((hSR t ht).apply i j).symm)
        ((hSR 0 le_rfl).apply i j).symm)
  simp only [zero_mul, zero_add, Matrix.conjTranspose_mul, hS.isHermitian.eq] at e
  have m := metric_response h
  rw [← e] at m
  have q : S * R' = (-(1 / 4) : ℂ) • T := by
    linear_combination (norm := module) (1 / 2 : ℂ) • m
  have hdet : IsUnit S.det := hS.det_pos.ne'.isUnit
  calc R' = S⁻¹ * S * R' := by rw [Matrix.nonsing_inv_mul S hdet, one_mul]
    _ = S⁻¹ * (S * R') := mul_assoc _ _ _
    _ = _ := by rw [q, Matrix.mul_smul]

/-- The response of the coupling `X` cancels in first order: `L'(0) = W/4`. -/
theorem nesc_deriv (V T W : Matrix n n ℂ) (hX0 : X 0 = 1) (hX : HasNRDeriv X X') :
    HasNRDeriv (nesc V T W X) ((1 / 4 : ℂ) • W) := by
  have hXh : HasNRDeriv (fun t => (X t)ᴴ) X'ᴴ := fun i j => (hX j i).star
  have hT : HasNRDeriv (fun _ => T) 0 := fun i j => hasDerivWithinAt_const _ _ _
  have hc : HasDerivWithinAt (fun t : ℝ => (t : ℂ) / 4) (1 / 4) (Set.Ici 0) 0 :=
    ((hasDerivAt_id (0 : ℝ)).ofReal_comp.div_const 4).hasDerivWithinAt.congr_deriv (by simp)
  have hK : HasNRDeriv (fun t => ((t : ℂ) / 4) • W - T) ((1 / 4 : ℂ) • W) :=
    fun i j => (hc.mul_const (W i j)).sub_const (T i j)
  have e : (0 * X 0 + T * X') + (X'ᴴ * T + (X 0)ᴴ * 0)
      + ((X'ᴴ * ((((0 : ℝ) : ℂ) / 4) • W - T) + (X 0)ᴴ * ((1 / 4 : ℂ) • W)) * X 0
        + (X 0)ᴴ * ((((0 : ℝ) : ℂ) / 4) • W - T) * X') = (1 / 4 : ℂ) • W := by
    simp only [hX0, Complex.ofReal_zero, zero_div, zero_smul, zero_sub,
      Matrix.conjTranspose_one, one_mul, mul_one, mul_zero, zero_add, add_zero,
      mul_neg, neg_mul]
    abel
  intro i j
  exact (((((hT.mul hX) i j).const_add (V i j)).fun_add ((hXh.mul hT) i j)).fun_add
    (((hXh.mul hK).mul hX) i j)).congr_deriv (congrFun (congrFun e i) j)

/-- First-order X2C Hamiltonian: `R'† (V + T) + W/4 + (V + T) R'`. -/
theorem x2c_deriv (V W : Matrix n n ℂ) (h : IsX2CFamily S T X R X' R') :
    HasNRDeriv (x2cH V T W X R)
      (R'ᴴ * (V + T) + (1 / 4 : ℂ) • W + (V + T) * R') := by
  have hRh : HasNRDeriv (fun t => (R t)ᴴ) R'ᴴ := fun i j => (h.R_deriv j i).star
  have L0 : nesc V T W X 0 = V + T := by simp [nesc, h.X_zero]
  have h1 := (hRh.mul (nesc_deriv V T W h.X_zero h.X_deriv)).mul h.R_deriv
  simp only [h.R_zero, L0, Matrix.conjTranspose_one, one_mul, mul_one] at h1
  exact h1

/-- First-order direct perturbation theory from X2C: between nonrelativistic solutions `v`, `u`
of the same energy `ε`, the X2C Hamiltonian has the derivative `v† (W/4 - ε T/2) u`. -/
theorem first_order_dpt (h : IsX2CFamily S T X R X' R') (hS : S.IsHermitian)
    (hV : V.IsHermitian) (hT : T.IsHermitian) (W : Matrix n n ℂ) {ε : ℝ} {u v : n → ℂ}
    (hu : (V + T) *ᵥ u = (ε : ℂ) • (S *ᵥ u)) (hv : (V + T) *ᵥ v = (ε : ℂ) • (S *ᵥ v)) :
    HasDerivWithinAt (fun t => star v ⬝ᵥ (x2cH V T W X R t *ᵥ u))
      (star v ⬝ᵥ (((1 / 4 : ℂ) • W - ((ε : ℂ) / 2) • T) *ᵥ u)) (Set.Ici 0) 0 := by
  have h1 := matrixElement_deriv v (x2c_deriv V W h) (w := fun _ => u) (w' := 0)
    (fun i => hasDerivWithinAt_const _ _ _)
  refine h1.congr_deriv ?_
  have b := bra_eigen (hV.add hT) hS hv (R' *ᵥ u)
  have m := congrArg (fun M => star v ⬝ᵥ (M *ᵥ u)) (metric_response h)
  simp only [Matrix.add_mulVec, Matrix.smul_mulVec, ← Matrix.mulVec_mulVec, dotProduct_add,
    dotProduct_smul, smul_eq_mul] at m
  simp only [Matrix.mulVec_zero, add_zero]
  -- the nonrelativistic equation turns V + T into ε S on both sides
  rw [Matrix.add_mulVec, Matrix.add_mulVec, ← Matrix.mulVec_mulVec, ← Matrix.mulVec_mulVec,
    hu, dotProduct_add, dotProduct_add, b, Matrix.mulVec_smul, dotProduct_smul]
  simp only [Matrix.sub_mulVec, Matrix.smul_mulVec, dotProduct_sub, dotProduct_smul,
    smul_eq_mul]
  linear_combination (ε : ℂ) * m

/-- A differentiable X2C eigenpair `(E, u)`, normalised at `t = 0`, has the energy slope
`E'(0) = u† (W/4 - E T/2) u`, evaluated at `t = 0`. -/
theorem energy_deriv (h : IsX2CFamily S T X R X' R') (hS : S.IsHermitian)
    (hV : V.IsHermitian) (hT : T.IsHermitian) {E : ℝ → ℝ} {E' : ℝ} {u : ℝ → n → ℂ}
    {u' : n → ℂ} (hE : HasDerivWithinAt E E' (Set.Ici 0) 0)
    (hu : ∀ i, HasDerivWithinAt (fun t => u t i) (u' i) (Set.Ici 0) 0)
    (heig : ∀ t ≥ 0, x2cH V T W X R t *ᵥ u t = (E t : ℂ) • (S *ᵥ u t))
    (hn : star (u 0) ⬝ᵥ (S *ᵥ u 0) = 1) :
    (E' : ℂ) = star (u 0) ⬝ᵥ (((1 / 4 : ℂ) • W - ((E 0 : ℂ) / 2) • T) *ᵥ u 0) := by
  have U := uniqueDiffOn_Ici (0 : ℝ) 0 (Set.mem_Ici.2 le_rfl)
  have H0 : x2cH V T W X R 0 = V + T := by simp [x2cH, nesc, h.X_zero, h.R_zero]
  have h0 := heig 0 le_rfl
  rw [H0] at h0
  have p := U.eq_deriv _ (matrixElement_deriv (u 0) (x2c_deriv V W h) (w := fun _ => u 0)
    (w' := 0) (fun i => hasDerivWithinAt_const _ _ _)) (first_order_dpt h hS hV hT W h0 h0)
  simp only [Matrix.mulVec_zero, add_zero] at p
  have hEc : HasDerivWithinAt (fun t => (E t : ℂ)) (E' : ℂ) (Set.Ici 0) 0 :=
    Complex.ofRealCLM.hasFDerivAt.comp_hasDerivWithinAt (0 : ℝ) hE
  have hc : HasNRDeriv (fun _ => S) 0 := fun i j => hasDerivWithinAt_const _ _ _
  have hf : ∀ t ≥ 0, star (u 0) ⬝ᵥ (x2cH V T W X R t *ᵥ u t)
      = (E t : ℂ) * (star (u 0) ⬝ᵥ (S *ᵥ u t)) := by
    intro t ht
    rw [heig t ht, dotProduct_smul, smul_eq_mul]
  -- differentiate the eigenvalue equation projected on u(0)
  have q := U.eq_deriv _ (matrixElement_deriv (u 0) (x2c_deriv V W h) hu)
    ((hEc.fun_mul (matrixElement_deriv (u 0) hc hu)).congr (fun t ht => hf t ht) (hf 0 le_rfl))
  simp only [dotProduct_add, Matrix.zero_mulVec, zero_add, H0, hn,
    mul_one] at q
  -- the orbital response u' drops out
  have b := bra_eigen (hV.add hT) hS h0 u'
  linear_combination p + b - q

/-- Model coupling `1 - t a / 2` for kinetic energy `a`. -/
def modelX (a t : ℝ) : ℝ := 1 - t * a / 2

/-- Renormalisation factor belonging to `modelX`. -/
def modelR (a t : ℝ) : ℝ := (√(1 + t * a / 2 * modelX a t ^ 2))⁻¹

/-- For `S = 1` and a diagonal nonnegative `T`, the model coupling and renormalisation form an
X2C family with Hermitian `S R`. -/
theorem isX2CFamily_witness (a : n → ℝ) (ha : ∀ i, 0 ≤ a i) :
    IsX2CFamily 1 (diagonal fun i => (a i : ℂ))
      (fun t => diagonal fun i => (modelX (a i) t : ℂ))
      (fun t => diagonal fun i => (modelR (a i) t : ℂ))
      (diagonal fun i => ((-(a i / 2) : ℝ) : ℂ)) (diagonal fun i => ((-(a i / 4) : ℝ) : ℂ)) ∧
    ∀ t ≥ 0, ((1 : Matrix n n ℂ) * diagonal fun i => (modelR (a i) t : ℂ)).IsHermitian := by
  have lift : ∀ (f : n → ℝ → ℝ) (f' : n → ℝ), (∀ i, HasDerivAt (f i) (f' i) 0) →
      HasNRDeriv (fun t => diagonal fun i => (f i t : ℂ)) (diagonal fun i => (f' i : ℂ)) := by
    intro f f' hf i j
    by_cases hij : i = j
    · subst hij
      simpa only [Matrix.diagonal_apply_eq] using (hf i).ofReal_comp.hasDerivWithinAt
    · simpa only [Matrix.diagonal_apply_ne _ hij] using
        hasDerivWithinAt_const (0 : ℝ) (Set.Ici 0) (0 : ℂ)
  have lin : ∀ i, HasDerivAt (fun t : ℝ => t * a i / 2) (a i / 2) 0 := fun i =>
    (((hasDerivAt_id (0 : ℝ)).mul_const (a i)).div_const 2).congr_deriv (by ring)
  have dX : ∀ i, HasDerivAt (modelX (a i)) (-(a i / 2)) 0 := fun i => (lin i).const_sub 1
  have dR : ∀ i, HasDerivAt (modelR (a i)) (-(a i / 4)) 0 := by
    intro i
    have b : HasDerivAt (fun t => 1 + t * a i / 2 * modelX (a i) t ^ 2) (a i / 2) 0 :=
      (((lin i).fun_mul ((dX i).fun_pow 2)).const_add 1).congr_deriv (by simp [modelX])
    refine ((b.sqrt (by simp)).inv (by simp)).congr_deriv ?_
    simp only [zero_mul, zero_div, add_zero, Real.sqrt_one]
    ring
  refine ⟨⟨by simp [modelX], by simp [modelR], lift _ _ dX, lift _ _ dR, ?_⟩, ?_⟩
  · intro t ht
    have key : ∀ i, modelR (a i) t * (1 + t / 2 * (modelX (a i) t * a i * modelX (a i) t))
        * modelR (a i) t = 1 := by
      intro i
      have h1 := ha i
      have h2 : 0 ≤ t := ht
      have hP : 0 < 1 + t * a i / 2 * modelX (a i) t ^ 2 := by positivity
      have hs := Real.sq_sqrt hP.le
      have hne := (Real.sqrt_pos.2 hP).ne'
      rw [show 1 + t / 2 * (modelX (a i) t * a i * modelX (a i) t)
        = √(1 + t * a i / 2 * modelX (a i) t ^ 2) ^ 2 by rw [hs]; ring, modelR]
      field_simp
    ext i j
    rcases eq_or_ne i j with rfl | hij
    · have k := congrArg (fun z : ℝ => (z : ℂ)) (key i)
      simp only [metric, Matrix.diagonal_conjTranspose, Matrix.diagonal_mul_diagonal,
        Matrix.mul_diagonal, Matrix.diagonal_mul, Matrix.add_apply, Matrix.smul_apply,
        Matrix.diagonal_apply_eq, Matrix.one_apply_eq, Pi.star_apply, Complex.star_def,
        Complex.conj_ofReal, smul_eq_mul]
      push_cast at k ⊢
      linear_combination k
    · simp [metric, Matrix.diagonal_conjTranspose, Matrix.diagonal_mul_diagonal,
        Matrix.mul_diagonal, Matrix.diagonal_mul, hij]
  · intro t _
    rw [one_mul, Matrix.IsHermitian, Matrix.diagonal_conjTranspose]
    congr 1
    funext i
    exact Complex.conj_ofReal _

end

end X2CNonrelativisticLimit
```

```lean
#print axioms X2CNonrelativisticLimit.renorm_deriv
#print axioms X2CNonrelativisticLimit.first_order_dpt
#print axioms X2CNonrelativisticLimit.energy_deriv
```

```
'X2CNonrelativisticLimit.renorm_deriv' depends on axioms: [propext, Classical.choice, Quot.sound]
'X2CNonrelativisticLimit.first_order_dpt' depends on axioms: [propext, Classical.choice, Quot.sound]
'X2CNonrelativisticLimit.energy_deriv' depends on axioms: [propext, Classical.choice, Quot.sound]
```

## Reading the formal statements

The finite type `n` labels the basis functions. `HasNRDeriv` is the entrywise right derivative, `metric` is $M$, `nesc` is $L$ and `x2cH` is $H$. The structure `IsX2CFamily` collects the three conditions on $X$ and $R$. The expression `star v ⬝ᵥ (A *ᵥ w)` is $v^\dagger Aw$.

The decoupling equation that determines $X$ in X2C is not imposed: the first-order result is the same for every $X$ that meets the conditions. `W` may be any complex matrix. Positive definiteness of `S` and Hermiticity of `S * R t` are assumed only in `renorm_deriv`; the energy formulas need neither. Differentiability of $X$, $R$ and the eigenpair is assumed, not derived. Two-electron terms, higher orders in $t$ and the basis-set limit are not treated.

## How the proof follows the derivation

`HasNRDeriv.mul` is the matrix product rule, `matrixElement_deriv` differentiates $v^\dagger A(t)w(t)$, and `bra_eigen` turns the equation for a ket into the one for its bra. `metric_response` and `renorm_deriv` carry out the renormalisation step, while `nesc_deriv` and `x2c_deriv` give $L'$ and $H'$.

In `first_order_dpt`, the rewrites with `hu` and `b` replace $V+T$ by $\varepsilon S$ on both sides. The closing `linear_combination (ε : ℂ) * m` then inserts $\varepsilon$ times the metric response. In `energy_deriv`, `q` is the differentiated projection, `b` removes $u'$, and `p` supplies the value of $u_0^\dagger H'u_0$.

`isX2CFamily_witness` gives an example in any finite dimension: $S=1$, $T$ diagonal with entries $a_i\ge0$, $X_{ii}=1-ta_i/2$ and $R_{ii}=(1+ta_iX_{ii}^2/2)^{-1/2}$.

## Uniqueness of a one-sided derivative

The proof turns on `uniqueDiffOn_Ici` together with `eq_deriv`. `HasDerivWithinAt f f' s x` says that `f'` is a derivative of `f` at `x` when only points of `s` are used. By itself this doesn't make `f'` unique: if `s` were the single point $0$, every number would qualify. On the half-line `Set.Ici 0` the derivative at $0$ is unique.

Two computations of one derivative can therefore be equated. In `metric_response`, the product rule gives one value for the derivative of $(R^\dagger MR)_{ij}$. The renormalisation condition, inserted by `congr` for $t\ge0$ only, makes the same function constant and gives zero. Negative $t$, which corresponds to no real speed of light, is never needed.
